# Derivative of the pseudofermion action, and the fixed sign of det M along continuous paths of constant positive weight

For a real square matrix M(x) that is differentiable and invertible at x, with derivative M′, and a fixed vector φ, the action S = φᵀ(MᵀM)⁻¹φ has derivative dS/dx = −2 ηᵀMᵀM′η, where η = (MᵀM)⁻¹φ. For M continuous in a field x with momentum p, a continuous path that keeps the weight W = det(M(x))² exp(−(p·p + x·x)/2) at a positive constant never changes the sign of det M, and in a two-component model this cuts configurations of positive weight off from one another.

In Lean 4 with Mathlib:

```lean
import Mathlib

open Matrix Filter Topology

namespace DeterminantHMC

noncomputable section

variable {n m : Type*} [Fintype n] [DecidableEq n] [Fintype m]

/-- The matrix-valued function `A` has entrywise derivative `A'` at the field value `x`. -/
def HasMatrixDerivAt (A : ℝ → Matrix n n ℝ) (A' : Matrix n n ℝ) (x : ℝ) : Prop :=
  ∀ i j, HasDerivAt (fun t => A t i j) (A' i j) x

/-- The pseudofermion action `φᵀ (MᵀM)⁻¹ φ`. -/
def action (M : Matrix n n ℝ) (φ : n → ℝ) : ℝ := φ ⬝ᵥ (Mᵀ * M)⁻¹ *ᵥ φ

/-- The vector `η = (MᵀM)⁻¹ φ`. -/
def eta (M : Matrix n n ℝ) (φ : n → ℝ) : n → ℝ := (Mᵀ * M)⁻¹ *ᵥ φ

/-- The phase-space weight `det(M(x))² exp(-(p·p + x·x)/2)` of field `x` and momentum `p`. -/
def weight (M : (m → ℝ) → Matrix n n ℝ) (x p : m → ℝ) : ℝ :=
  (M x).det ^ 2 * Real.exp (-(p ⬝ᵥ p + x ⬝ᵥ x) / 2)

/-- The field `b` is reached from `a` by a continuous path on a time interval `[0, T]` along
which, with some momenta, the weight keeps a constant positive value. -/
def ExactStep (M : (m → ℝ) → Matrix n n ℝ) (a b : m → ℝ) : Prop :=
  ∃ (T c : ℝ) (x p : ℝ → m → ℝ), 0 ≤ T ∧ 0 < c ∧ ContinuousOn x (Set.Icc 0 T) ∧
    x 0 = a ∧ x T = b ∧ ∀ t ∈ Set.Icc 0 T, weight M (x t) (p t) = c

/-- Where `A` is differentiable and invertible, `(A⁻¹)' = -A⁻¹ A' A⁻¹`. -/
theorem hasMatrixDerivAt_inv {A : ℝ → Matrix n n ℝ} {A' : Matrix n n ℝ} {x : ℝ}
    (hA : HasMatrixDerivAt A A' x) (hdet : (A x).det ≠ 0) :
    HasMatrixDerivAt (fun t => (A t)⁻¹) (-((A x)⁻¹ * A' * (A x)⁻¹)) x := by
  have hS : Tendsto (fun t => (t - x)⁻¹ • (A t - A x)) (𝓝[≠] x) (𝓝 A') :=
    tendsto_pi_nhds.2 fun i => tendsto_pi_nhds.2 fun j =>
      (hasDerivAt_iff_tendsto_slope.1 (hA i j)).congr fun t => by
        rfl
  have hcont : ContinuousAt A x :=
    continuousAt_pi.2 fun i => continuousAt_pi.2 fun j => (hA i j).continuousAt
  have hinv : ContinuousAt (fun t => (A t)⁻¹) x :=
    ContinuousAt.comp (f := A) (g := Inv.inv)
      (continuousAt_matrix_inv (A x)
        (by rw [Ring.inverse_eq_inv']; exact continuousAt_inv₀ hdet)) hcont
  have hd : ContinuousAt (fun t => (A t).det) x :=
    ContinuousAt.comp (f := A) (g := fun B : Matrix n n ℝ => B.det)
      (Continuous.matrix_det (A := fun B : Matrix n n ℝ => B) continuous_id).continuousAt hcont
  have hev : ∀ᶠ t in 𝓝 x, (A t).det ≠ 0 := hd.eventually_ne hdet
  -- resolvent identity for the difference quotient of the inverse
  have hres : ∀ t, (A t).det ≠ 0 →
      -((A t)⁻¹ * ((t - x)⁻¹ • (A t - A x)) * (A x)⁻¹)
        = (t - x)⁻¹ • ((A t)⁻¹ - (A x)⁻¹) := by
    intro t ht
    rw [Matrix.mul_smul, Matrix.smul_mul, Matrix.mul_sub, Matrix.sub_mul,
      Matrix.nonsing_inv_mul _ ht.isUnit, Matrix.one_mul, Matrix.mul_assoc,
      Matrix.mul_nonsing_inv _ hdet.isUnit, Matrix.mul_one, ← smul_neg, neg_sub]
  have hlim : Tendsto (fun t => -((A t)⁻¹ * ((t - x)⁻¹ • (A t - A x)) * (A x)⁻¹)) (𝓝[≠] x)
      (𝓝 (-((A x)⁻¹ * A' * (A x)⁻¹))) :=
    (((hinv.tendsto.mono_left nhdsWithin_le_nhds).mul hS).mul tendsto_const_nhds).neg
  intro i j
  refine hasDerivAt_iff_tendsto_slope.2 ?_
  refine (tendsto_pi_nhds.1 (tendsto_pi_nhds.1 hlim i) j).congr' ?_
  filter_upwards [hev.filter_mono nhdsWithin_le_nhds] with t ht
  exact (congrFun (congrFun (hres t ht) i) j).trans (by rfl)

omit [DecidableEq n] in
/-- Product rule: `(MᵀM)' = M'ᵀM + MᵀM'`. -/
theorem hasMatrixDerivAt_gram {M : ℝ → Matrix n n ℝ} {M' : Matrix n n ℝ} {x : ℝ}
    (hM : HasMatrixDerivAt M M' x) :
    HasMatrixDerivAt (fun t => (M t)ᵀ * M t) (M'ᵀ * M x + (M x)ᵀ * M') x := by
  intro i j
  simp only [Matrix.mul_apply, Matrix.transpose_apply, Matrix.add_apply]
  rw [← Finset.sum_add_distrib]
  exact HasDerivAt.fun_sum fun k _ => (hM k i).fun_mul (hM k j)

omit [DecidableEq n] in
/-- For fixed vectors `u`, `v` the derivative of `uᵀ B v` is `uᵀ B' v`. -/
theorem hasDerivAt_form {B : ℝ → Matrix n n ℝ} {B' : Matrix n n ℝ} {x : ℝ}
    (hB : HasMatrixDerivAt B B' x) (u v : n → ℝ) :
    HasDerivAt (fun t => u ⬝ᵥ B t *ᵥ v) (u ⬝ᵥ B' *ᵥ v) x := by
  simp only [Matrix.mulVec, dotProduct]
  exact HasDerivAt.fun_sum fun i _ =>
    (HasDerivAt.fun_sum fun j _ => (hB i j).mul_const (v j)).const_mul (u i)

/-- For `M` differentiable and invertible at `x`, the vector `η` solves `MᵀM η = φ` and the
derivative of the pseudofermion action is `-2 ηᵀ Mᵀ M' η`. -/
theorem pseudofermion_force {M : ℝ → Matrix n n ℝ} {M' : Matrix n n ℝ} {x : ℝ}
    (hM : HasMatrixDerivAt M M' x) (hdet : (M x).det ≠ 0) (φ : n → ℝ) :
    ((M x)ᵀ * M x) *ᵥ eta (M x) φ = φ ∧
      HasDerivAt (fun t => action (M t) φ)
        (-2 * (eta (M x) φ ⬝ᵥ ((M x)ᵀ * M') *ᵥ eta (M x) φ)) x := by
  have hG : ((M x)ᵀ * M x).det ≠ 0 := by
    rw [Matrix.det_mul, Matrix.det_transpose]
    exact mul_ne_zero hdet hdet
  refine ⟨?_, ?_⟩
  · unfold eta
    rw [Matrix.mulVec_mulVec, Matrix.mul_nonsing_inv _ hG.isUnit, Matrix.one_mulVec]
  have hinv : HasMatrixDerivAt (fun t => ((M t)ᵀ * M t)⁻¹)
      (-(((M x)ᵀ * M x)⁻¹ * (M'ᵀ * M x + (M x)ᵀ * M') * ((M x)ᵀ * M x)⁻¹)) x :=
    hasMatrixDerivAt_inv (A := fun t => (M t)ᵀ * M t) (hasMatrixDerivAt_gram hM) hG
  have key : ∀ (B : Matrix n n ℝ) (u v : n → ℝ), u ⬝ᵥ B *ᵥ v = (Bᵀ *ᵥ u) ⬝ᵥ v := by
    intro B u v
    rw [Matrix.dotProduct_mulVec, Matrix.mulVec_transpose]
  -- the inverse of MᵀM is symmetric, so it turns φ into η on both sides
  have hsym : (((M x)ᵀ * M x)⁻¹)ᵀ = ((M x)ᵀ * M x)⁻¹ := by
    rw [Matrix.transpose_nonsing_inv, Matrix.transpose_mul, Matrix.transpose_transpose]
  have h1 : ∀ K : Matrix n n ℝ,
      φ ⬝ᵥ (((M x)ᵀ * M x)⁻¹ * K * ((M x)ᵀ * M x)⁻¹) *ᵥ φ
        = eta (M x) φ ⬝ᵥ K *ᵥ eta (M x) φ := by
    intro K
    rw [← Matrix.mulVec_mulVec, ← Matrix.mulVec_mulVec, key, hsym]
    rfl
  -- the two terms of the product rule contribute equally
  have h2 : ∀ η : n → ℝ, η ⬝ᵥ (M'ᵀ * M x) *ᵥ η = η ⬝ᵥ ((M x)ᵀ * M') *ᵥ η := by
    intro η
    rw [key, Matrix.transpose_mul, Matrix.transpose_transpose, dotProduct_comm]
  refine (hasDerivAt_form hinv φ φ).congr_deriv ?_
  rw [Matrix.neg_mulVec, dotProduct_neg, h1, Matrix.add_mulVec, dotProduct_add, h2]
  ring

/-- The weight never exceeds `det(M(x))²`. -/
theorem weight_le_det_sq (M : (m → ℝ) → Matrix n n ℝ) (x p : m → ℝ) :
    weight M x p ≤ (M x).det ^ 2 := by
  have hp : 0 ≤ p ⬝ᵥ p := Finset.sum_nonneg fun i _ => mul_self_nonneg _
  have hx : 0 ≤ x ⬝ᵥ x := Finset.sum_nonneg fun i _ => mul_self_nonneg _
  have he : Real.exp (-(p ⬝ᵥ p + x ⬝ᵥ x) / 2) ≤ 1 := Real.exp_le_one_iff.2 (by linarith)
  exact mul_le_of_le_one_right (sq_nonneg _) he

/-- Along a continuous field trajectory over a connected set of times that conserves the weight
at a value `c > 0`, `det(M)²` stays at least `c` and the sign of `det M` never changes. -/
theorem sign_det_conserved {M : (m → ℝ) → Matrix n n ℝ} (hM : Continuous M)
    {s : Set ℝ} (hs : IsPreconnected s) {x p : ℝ → m → ℝ} (hx : ContinuousOn x s)
    {c : ℝ} (hc : 0 < c) (hW : ∀ t ∈ s, weight M (x t) (p t) = c) :
    (∀ t ∈ s, c ≤ (M (x t)).det ^ 2) ∧
      ∀ a ∈ s, ∀ b ∈ s, SignType.sign (M (x a)).det = SignType.sign (M (x b)).det := by
  have hbar : ∀ t ∈ s, c ≤ (M (x t)).det ^ 2 := fun t ht => by
    rw [← hW t ht]
    exact weight_le_det_sq M _ _
  have hne : ∀ t ∈ s, (M (x t)).det ≠ 0 := fun t ht h => by
    have := hbar t ht
    rw [h] at this
    nlinarith
  have hf : ContinuousOn (fun t => (M (x t)).det) s := hM.matrix_det.comp_continuousOn hx
  refine ⟨hbar, fun a ha b hb => ?_⟩
  -- a change of sign would force a zero of the determinant in between
  rcases lt_or_gt_of_ne (hne a ha) with h1 | h1 <;> rcases lt_or_gt_of_ne (hne b hb) with h2 | h2
  · rw [sign_neg h1, sign_neg h2]
  · obtain ⟨t, ht, h0⟩ :=
      hs.intermediate_value ha hb hf (Set.mem_Icc.2 (And.intro h1.le h2.le))
    exact absurd h0 (hne t ht)
  · obtain ⟨t, ht, h0⟩ :=
      hs.intermediate_value hb ha hf (Set.mem_Icc.2 (And.intro h2.le h1.le))
    exact absurd h0 (hne t ht)
  · rw [sign_pos h1, sign_pos h2]

/-- Any finite chain of exact steps, with arbitrary new momenta for each step, ends at a field
with the same sign of `det M` as the starting field. -/
theorem sign_det_chain {M : (m → ℝ) → Matrix n n ℝ} (hM : Continuous M) {a b : m → ℝ}
    (h : Relation.ReflTransGen (ExactStep M) a b) :
    SignType.sign (M a).det = SignType.sign (M b).det := by
  induction h with
  | refl => rfl
  | tail _ hstep ih =>
    obtain ⟨T, c, x, p, hT, hc, hx, h0, h1, hW⟩ := hstep
    have := (sign_det_conserved hM isPreconnected_Icc hx hc hW).2
      0 ⟨le_rfl, hT⟩ T ⟨hT, le_rfl⟩
    rw [h0, h1] at this
    exact ih.trans this

/-- A model with two field components and the `1 × 1` fermion matrix `M(x) = (x₀)`. -/
def toy (x : Fin 2 → ℝ) : Matrix (Fin 1) (Fin 1) ℝ := Matrix.of fun _ _ => x 0

/-- The field path `x(t) = (1, cos t)`. -/
def orbitX (t : ℝ) : Fin 2 → ℝ := ![1, Real.cos t]

/-- The momentum path `p(t) = (0, -sin t)`. -/
def orbitP (t : ℝ) : Fin 2 → ℝ := ![0, -Real.sin t]

/-- The model matrix is continuous with determinant `x₀`, and the continuous orbit
`x = (1, cos t)`, `p = (0, -sin t)` conserves the weight at the value `exp(-1)`. -/
theorem sign_det_conserved_witness :
    Continuous toy ∧ (∀ x, (toy x).det = x 0) ∧ Continuous orbitX ∧
      ∀ t, weight toy (orbitX t) (orbitP t) = Real.exp (-1) := by
  have hd : ∀ x, (toy x).det = x 0 := fun x => by simp [toy]
  refine ⟨continuous_matrix fun _ _ => continuous_apply 0, hd, ?_, fun t => ?_⟩
  · exact continuous_const.matrixVecCons (Real.continuous_cos.matrixVecCons continuous_const)
  · have h : orbitP t ⬝ᵥ orbitP t + orbitX t ⬝ᵥ orbitX t = 2 := by
      simp [orbitP, orbitX, dotProduct, Fin.sum_univ_two]
      nlinarith [Real.sin_sq_add_cos_sq t]
    unfold weight
    rw [h, hd]
    norm_num [orbitX]

/-- In the model, a field with `x₀ > 0` and a field with `x₀ < 0` both have positive weight for
every momentum, yet no chain of exact steps leads from the first to the second. -/
theorem toy_not_ergodic (a b : Fin 2 → ℝ) (ha : 0 < a 0) (hb : b 0 < 0) :
    (∀ p, 0 < weight toy a p ∧ 0 < weight toy b p) ∧
      ¬ Relation.ReflTransGen (ExactStep toy) a b := by
  obtain ⟨hc, hd, -, -⟩ := sign_det_conserved_witness
  refine ⟨fun p => ⟨?_, ?_⟩, fun h => ?_⟩
  · unfold weight
    rw [hd]
    exact mul_pos (pow_pos ha 2) (Real.exp_pos _)
  · unfold weight
    rw [hd]
    exact mul_pos (lt_of_le_of_ne (sq_nonneg _) (pow_ne_zero 2 hb.ne).symm) (Real.exp_pos _)
  · have hs := sign_det_chain hc h
    rw [hd, hd, sign_pos ha, sign_neg hb] at hs
    exact absurd hs (by decide)

end

end DeterminantHMC
```
```lean
#print axioms DeterminantHMC.pseudofermion_force
#print axioms DeterminantHMC.sign_det_conserved
#print axioms DeterminantHMC.toy_not_ergodic
```

```
'DeterminantHMC.pseudofermion_force' depends on axioms: [propext, Classical.choice, Quot.sound]
'DeterminantHMC.sign_det_conserved' depends on axioms: [propext, Classical.choice, Quot.sound]
'DeterminantHMC.toy_not_ergodic' depends on axioms: [propext, Classical.choice, Quot.sound]
```

## The force theorem and its conventions

The finite type `n` labels the rows and columns of the fermion matrix, for instance lattice site and imaginary-time slice. In `pseudofermion_force` the matrix `M : ℝ → Matrix n n ℝ` depends on one real number, which stands for one component of the auxiliary field with the others frozen. The hypothesis `HasMatrixDerivAt M M' x` says that every entry Mᵢⱼ has derivative M′ᵢⱼ at x, and `hdet` says det M(x) ≠ 0. Both are imposed at the single point x. The pseudofermion vector `φ` is real and does not depend on the field. The conclusion has two parts:

MᵀM η = φ

dS/dx = −2 ηᵀ Mᵀ M′ η

with M and η taken at x. The theorem gives the derivative of `action`, so the pseudofermion part of the force on the field component is its negative, +2 ηᵀMᵀM′η. In hybrid Monte Carlo with a real finite matrix, the first line is the linear system to be solved, and its one solution η serves every field component. Mathlib assigns the inverse 0 to a singular matrix, so `action` is 0 there although S diverges near such a point for generic φ; `hdet` keeps the theorem away from that case.

## The weight and the moves it allows

In the remaining theorems the field and the momentum are vectors `m → ℝ` over a second finite type `m`, and `M : (m → ℝ) → Matrix n n ℝ` is only assumed continuous. The factor det(M)² in `weight` is that of two fermion species sharing one real matrix. The factor exp(−x·x/2) is a Gaussian auxiliary-field weight of unit variance, and exp(−p·p/2) belongs to fictitious momenta of unit mass. Where W > 0 it equals exp(−H) with

H = p·p/2 + x·x/2 − ln det(M(x))²

so constant positive W means constant finite energy. That conservation is the hypothesis `hW`. It stands for molecular dynamics integrated without error and is assumed, with no equations of motion in the file.

In `sign_det_conserved` the set of times `s` is preconnected, which for real numbers means an interval of any kind. The field path `x` is continuous on `s`, the momentum path `p` is an arbitrary function, and W equals c > 0 throughout. Then det(M(x(t)))² ≥ c at every time t in `s`, and `SignType.sign` of the determinant, which takes the values −1, 0, 1, agrees at any two times.

`ExactStep M a b` relates two fields a and b: there are a duration T ≥ 0, a value c > 0 and paths on [0, T] such that x is continuous, x(0) = a, x(T) = b and W = c. Each step has its own T, c and momenta, which models the refreshing of momenta between trajectories. `Relation.ReflTransGen (ExactStep M) a b` is a finite, possibly empty, chain of such steps; a rejected proposal leaves the field unchanged and adds no step. `sign_det_chain` says that the two ends of a chain have the same sign of det M. An exact step asks for less than Hamilton's equations do, so the obstruction applies to a wider class of moves than exact dynamics.

This bears on hybrid Monte Carlo with the determinant itself in the weight as follows: for a real finite matrix that is continuous in the field, an update that moves the field continuously and conserves a positive W exactly stays in the sign sector where it starts. That amounts to a loss of ergodicity when both signs occur, and the file establishes this for the model `toy`, where M(x) is the 1 × 1 matrix (x₀) on fields x = (x₀, x₁). By `toy_not_ergodic`, a field a with a₀ > 0 and a field b with b₀ < 0 both have positive weight for every momentum, and no chain leads from a to b. Ergodicity here means reachability, and no Markov kernel or measure is defined. Integrators with a finite step, which move the field in jumps, are not described by `ExactStep`, and complex matrices are not treated.

The two halves of the file use different representations of the fermions. The Gaussian integral of exp(−S) over a real φ is proportional to |det M|, so two real pseudofermion vectors would reproduce det(M)². This link is quoted as background and no theorem in the file proves it. The sign theorems concern W, and they say nothing about dynamics that conserves p·p/2 + x·x/2 + S at fixed φ.

## Differentiating φᵀ(MᵀM)⁻¹φ

Let A(t) be a matrix with derivative A′ at x and det A(x) ≠ 0. Differentiability gives continuity at x, so det A(t) ≠ 0 for t near x and A(t)⁻¹ → A(x)⁻¹. For such t, multiplying out the right-hand side verifies the resolvent identity

A(t)⁻¹ − A(x)⁻¹ = −A(t)⁻¹ (A(t) − A(x)) A(x)⁻¹

Dividing by t − x and letting t → x gives

(A⁻¹)′ = −A⁻¹ A′ A⁻¹

In `hasMatrixDerivAt_inv`, `hS` is the convergence of the difference quotient of A to A′, `hinv` the continuity of the inverse, and `hev` the invertibility near x. `hres` is the identity divided by t − x, and `hlim` takes the limit of the triple product. The last lines read the limit entry by entry on the times supplied by `hev`.

Now put G = MᵀM, so that Gᵢⱼ = Σₖ Mₖᵢ Mₖⱼ. The product rule on each term gives

G′ᵢⱼ = Σₖ (M′ₖᵢ Mₖⱼ + Mₖᵢ M′ₖⱼ), that is G′ = M′ᵀM + MᵀM′

which is `hasMatrixDerivAt_gram`, with `(hM k i).fun_mul (hM k j)` for the term k. For a matrix B(t) with derivative B′ and fixed vectors u and v, the form uᵀBv = Σᵢ uᵢ Σⱼ Bᵢⱼ vⱼ is linear in the entries, so its derivative is uᵀB′v; this is `hasDerivAt_form`.

Since det G = (det M)² ≠ 0 (`hG`), G is invertible at x and Gη = GG⁻¹φ = φ, the first claim. Taking A = G, B = G⁻¹ and u = v = φ,

dS/dx = −φᵀ G⁻¹ G′ G⁻¹ φ

G is symmetric, hence so is G⁻¹ (`hsym`), and φᵀG⁻¹ = (G⁻¹φ)ᵀ = ηᵀ. Therefore φᵀG⁻¹KG⁻¹φ = ηᵀKη for any matrix K (`h1`), and

dS/dx = −ηᵀM′ᵀMη − ηᵀMᵀM′η

A number equals its transpose, so ηᵀM′ᵀMη = ηᵀMᵀM′η (`h2`), and the sum is −2 ηᵀMᵀM′η. Both `h1` and `h2` rest on `key`, the rule u·(Bv) = (Bᵀu)·v, and `ring` adds the two equal terms. For a 1 × 1 matrix with entry μ(x) the action is φ²/μ² and η = φ/μ², so the formula gives −2φ²μ′/μ³, the elementary derivative.

## The barrier at det M = 0

Because p·p ≥ 0 and x·x ≥ 0, the exponential in W is at most 1, so

W ≤ det(M(x))²

for all x and p; this is `weight_le_det_sq`. Along the path W = c, which gives c ≤ det(M(x(t)))² (`hbar`), and with c > 0 the determinant never vanishes (`hne`). The bound holds separately at each time, so continuity of p plays no part. The function f(t) = det M(x(t)) is a polynomial in continuous entries and is therefore continuous on `s` (`hf`). If f were negative at one time and positive at another, the intermediate value theorem on the interval would give a time with f = 0, against `hne`. The `rcases` line splits into the four sign combinations at the two times: the two equal cases close by `sign_neg` and `sign_pos`, the two mixed ones by `hs.intermediate_value`.

`sign_det_chain` proceeds by induction on the chain. The empty chain has equal ends. For one more step, `sign_det_conserved` on [0, T] at the times 0 and T equates the signs at the start and end of that step, and `ih.trans this` joins this to the earlier steps.

## The model M(x) = (x₀)

Here det M = x₀ and W = x₀² exp(−(p·p + x·x)/2). On the orbit x = (1, cos t), p = (0, −sin t),

p·p + x·x = sin²t + 1 + cos²t = 2, so W = 1² · exp(−1) = e⁻¹

`sign_det_conserved_witness` proves this together with the continuity of `toy` and `orbitX`, so a moving path satisfies every assumption of `sign_det_conserved`. The orbit conserves W without solving Hamilton's equations for H: the component x₁ oscillates harmonically, while x₀ is held at 1, where −∂H/∂x₀ = −x₀ + 2/x₀ = 1 is not zero.

In `toy_not_ergodic` the weights are a₀² and b₀² times a positive exponential, hence positive. A chain from a to b would make the signs of a₀ and b₀ equal by `sign_det_chain`, which reads 1 = −1, and `decide` rejects it.
